# Truncating the potential and truncating the t-matrix can differ when the Green function couples channels

In a model with two channels and rational matrix entries, the potential V is the identity and the Green function G has zero diagonal and both off-diagonal entries equal to 2. With P the projector on the first channel, the declaration states that P² = P, that 1 − VG and 1 − PVPG are both invertible, and that the t-matrix of PVP differs from PTP, where T = (1 − VG)⁻¹V is the t-matrix of V. The attempt proves invertibility by giving explicit inverses and finds both t-matrices from the uniqueness of the solution of the Dyson equation. It then compares the entries in the kept channel, which are 1 for the projected potential and −1/3 for the truncated t-matrix.

An attempt in Lean 4 with a fault in it:

```lean
import Mathlib

open Matrix

namespace FullPotentialTruncation

noncomputable section

variable {R : Type*} [Ring R]

/-- The t-matrix `(1 - V G)⁻¹ V` of a potential `V` with Green function `G`; it is zero by
convention if `1 - V G` is not invertible. -/
def tMatrix (V G : R) : R := Ring.inverse (1 - V * G) * V

/-- If `1 - V G` is invertible, every solution of the Dyson equation is the t-matrix. -/
theorem tMatrix_unique {V G X : R} (hU : IsUnit (1 - V * G))
    (hX : X = V + V * G * X) : X = tMatrix V G := by
  have h : (1 - V * G) * X = V := by
    rw [sub_mul, one_mul]
    exact sub_eq_of_eq_add hX
  calc X = Ring.inverse (1 - V * G) * ((1 - V * G) * X) :=
        (Ring.inverse_mul_cancel_left _ _ hU).symm
    _ = tMatrix V G := by rw [h, tMatrix]

/-- Projector on the first of two channels. -/
def keepOne : Matrix (Fin 2) (Fin 2) ℚ := !![1, 0; 0, 0]

/-- A Green function that couples the two channels. -/
def hopG : Matrix (Fin 2) (Fin 2) ℚ := !![0, 2; 2, 0]

/-- With unit potential and a Green function that couples the kept and the discarded channel,
both t-matrices are well defined, but that of the projected potential differs from the
truncated one. -/
theorem truncation_fails_for_coupling_green :
    keepOne * keepOne = keepOne ∧ IsUnit (1 - 1 * hopG) ∧
      IsUnit (1 - keepOne * 1 * keepOne * hopG) ∧
      tMatrix (keepOne * 1 * keepOne) hopG ≠ keepOne * tMatrix 1 hopG * keepOne := by
  have hP : keepOne * keepOne = keepOne := by
    ext i j
    fin_cases i <;> fin_cases j <;> norm_num [keepOne, Matrix.mul_apply, Fin.sum_univ_succ]
  have hU : IsUnit (1 - 1 * hopG) := by
    rw [one_mul]
    refine ⟨⟨1 - hopG, !![-1/3, -2/3; -2/3, -1/3], ?_, ?_⟩, rfl⟩ <;>
    · ext i j
      fin_cases i <;> fin_cases j <;>
        norm_num [hopG, Matrix.mul_apply, Fin.sum_univ_succ, Matrix.one_apply]
  have hUP : IsUnit (1 - keepOne * 1 * keepOne * hopG) := by
    rw [mul_one, hP]
    refine ⟨⟨1 - keepOne * hopG, !![1, 2; 0, 1], ?_, ?_⟩, rfl⟩ <;>
    · ext i j
      fin_cases i <;> fin_cases j <;>
        norm_num [keepOne, hopG, Matrix.mul_apply, Fin.sum_univ_succ, Matrix.one_apply]
  refine ⟨hP, hU, hUP, ?_⟩
  -- both t-matrices are identified through their Dyson equations
  have hT : !![-1/3, -2/3; -2/3, -1/3] = tMatrix 1 hopG := by
    apply tMatrix_unique hU
    rw [one_mul]
    ext i j
    fin_cases i <;> fin_cases j <;>
      norm_num [hopG, Matrix.mul_apply, Fin.sum_univ_succ, Matrix.one_apply]
  have hTP : keepOne = tMatrix (keepOne * 1 * keepOne) hopG := by
    apply tMatrix_unique hUP
    rw [mul_one, hP]
    ext i j
    fin_cases i <;> fin_cases j <;>
      norm_num [keepOne, hopG, Matrix.mul_apply, Fin.sum_univ_succ]
  rw [← hT, ← hTP]
  intro h
  have h00 := congrFun (congrFun h 0) 0
  norm_num [keepOne, Matrix.mul_apply, Fin.sum_univ_succ] at h00

end

end FullPotentialTruncation
```

Lean reports:

```
Main.lean:50:4: error: unsolved goals
case refine_2.«1».«1»
hP : keepOne * keepOne = keepOne
hU : IsUnit (1 - 1 * hopG)
⊢ {x ∈ {0} | x.succ = 1}.card = 1
```

Cause. The error is in the proof of `hUP`, where the proposed inverse is multiplied from the left onto `1 - keepOne * hopG`. For the lower right entry Lean is left with `{x ∈ {0} | x.succ = 1}.card = 1`. This is true, since the only `x` is 0 and its successor is 1, but `norm_num` did not finish it.

The cardinality comes from the identity matrix inside the product. `Matrix.one_apply` turns its entries into an if-then-else, and `Fin.sum_univ_succ` leaves a sum over the remaining index `x.succ`. The simplifier rewrote this sum of ones and zeros as the number of indices that meet the condition, instead of evaluating its single term.

The repair first proves `hA`, which writes `1 - keepOne * hopG` as `!![1, -2; 0, 1]`. There the identity matrix stands outside the product and is evaluated at fixed indices. After rewriting with `hA`, the inverse is checked on two matrices of plain numbers, so no such condition arises under the sum. Dropping `keepOne` and `hopG` from the last `norm_num` call is mere tidying, as they no longer occur in those goals.

This version goes through:

```diff
@@ -46,9 +46,13 @@
         norm_num [hopG, Matrix.mul_apply, Fin.sum_univ_succ, Matrix.one_apply]
   have hUP : IsUnit (1 - keepOne * 1 * keepOne * hopG) := by
-    rw [mul_one, hP]
-    refine ⟨⟨1 - keepOne * hopG, !![1, 2; 0, 1], ?_, ?_⟩, rfl⟩ <;>
+    have hA : 1 - keepOne * hopG = !![1, -2; 0, 1] := by
+      ext i j
+      fin_cases i <;> fin_cases j <;>
+        norm_num [keepOne, hopG, Matrix.mul_apply, Fin.sum_univ_succ, Matrix.one_apply]
+    rw [mul_one, hP, hA]
+    refine ⟨⟨!![1, -2; 0, 1], !![1, 2; 0, 1], ?_, ?_⟩, rfl⟩ <;>
     · ext i j
       fin_cases i <;> fin_cases j <;>
-        norm_num [keepOne, hopG, Matrix.mul_apply, Fin.sum_univ_succ, Matrix.one_apply]
+        norm_num [Matrix.mul_apply, Fin.sum_univ_succ, Matrix.one_apply]
   refine ⟨hP, hU, hUP, ?_⟩
   -- both t-matrices are identified through their Dyson equations
```
